# The classical harmonic free energy of an averaged positive definite Hessian is at least the average free energy

When Hessians have been computed at several configurations of a molecule or crystal, one can average the matrices and evaluate a single harmonic free energy, or evaluate a free energy for each matrix and average the numbers. For positive definite Hessians in the classical harmonic model, the first procedure never gives the lower value. Replacing the second by the first therefore either raises the result or leaves it unchanged.

## The harmonic model

The type `n` labels finitely many coordinates. Write $N$ for their number, `Fintype.card n` in Lean. A displacement is a function `x : n → ℝ`, and a Hessian is a real matrix with rows and columns labelled by `n`.

```lean
import Mathlib

open Matrix MeasureTheory

namespace AveragedHessian

noncomputable section

variable {n : Type*} [Fintype n] [DecidableEq n]
```

For a Hessian $K$, the energy relative to the minimum is $E_K(x)=\tfrac12\,x\cdot Kx$. There is no linear term, so a residual force at a configuration that is not a minimum is left out.

```lean
/-- The harmonic potential energy `x · K x / 2` of a displacement `x` with Hessian `K`. -/
def energy (K : Matrix n n ℝ) (x : n → ℝ) : ℝ := (x ⬝ᵥ K *ᵥ x) / 2
```

The configurational integral is
$$Z(K)=\int e^{-E_K(x)/kT}\,dx .$$
The symbol `kT` is one real number, the thermal energy. The integral is over Lebesgue measure on all of $\mathbb R^N$, with no closed formula built into the definition.

```lean
/-- The classical configurational integral of the Boltzmann factor at thermal energy `kT`. -/
def configIntegral (kT : ℝ) (K : Matrix n n ℝ) : ℝ :=
  ∫ x : n → ℝ, Real.exp (-energy K x / kT)
```

The free energy is $F(K)=-kT\ln Z(K)$. The momentum integral is omitted; for fixed masses and one temperature it adds the same constant for every Hessian.

```lean
/-- The classical configurational free energy `-kT ln Z`. -/
def freeEnergy (kT : ℝ) (K : Matrix n n ℝ) : ℝ := -kT * Real.log (configIntegral kT K)
```

## Coordinates shared by two Hessians

Let $A$ be positive definite. In Lean, `PosDef` includes symmetry as well as $x\cdot Ax>0$ for $x\neq0$. Put orthonormal eigenvectors of $A$ in the columns of $U$ and the eigenvalues in $d$. Then $AU=U\,\mathrm{diag}(d)$, and multiplying on the right by $U^T$ gives
$$A=U\,\mathrm{diag}(d)\,U^T,\qquad UU^T=1,\qquad d_i>0 .$$
The step `hAU` checks the eigenvector equation entry by entry. The name `exists_normal_modes` fits mass-weighted coordinates. In Cartesian coordinates with unequal masses, the columns of $U$ are principal axes of the potential energy and need not be vibrational normal modes; the free energy argument does not need them to be.

```lean
/-- A positive definite Hessian is diagonalised by an orthogonal matrix, with positive
force constants on the diagonal. -/
theorem exists_normal_modes {A : Matrix n n ℝ} (hA : A.PosDef) :
    ∃ (U : Matrix n n ℝ) (d : n → ℝ), U * Uᵀ = 1 ∧ (∀ i, 0 < d i) ∧
      A = U * diagonal d * Uᵀ := by
  have hU : (hA.1.eigenvectorUnitary : Matrix n n ℝ) *
      (hA.1.eigenvectorUnitary : Matrix n n ℝ)ᵀ = 1 := by
    rw [← conjTranspose_eq_transpose_of_trivial]
    exact Matrix.mem_unitaryGroup_iff.1 hA.1.eigenvectorUnitary.2
  have hAU : A * (hA.1.eigenvectorUnitary : Matrix n n ℝ) =
      (hA.1.eigenvectorUnitary : Matrix n n ℝ) * diagonal hA.1.eigenvalues := by
    ext i j
    have h := congrFun (hA.1.mulVec_eigenvectorBasis j) i
    rw [mul_diagonal, Matrix.mul_apply]
    simpa [mulVec, dotProduct, mul_comm] using h
  refine ⟨_, _, hU, hA.eigenvalues_pos, ?_⟩
  rw [← hAU, Matrix.mul_assoc, hU, Matrix.mul_one]
```

Now call the eigenvalues $a_i$ and set $R=U\,\mathrm{diag}(\sqrt{a_i})$. Then $RR^T=U\,\mathrm{diag}(a)\,U^T=A$. Since $(\det R)^2=\det A>0$, the factor $R$ is invertible.

```lean
/-- A positive definite Hessian has an invertible square-root factor, `A = R Rᵀ`. -/
theorem exists_factor {A : Matrix n n ℝ} (hA : A.PosDef) :
    ∃ R : Matrix n n ℝ, R.det ≠ 0 ∧ A = R * Rᵀ := by
  obtain ⟨U, a, -, ha, hA'⟩ := exists_normal_modes hA
  have hs : diagonal (fun i => √(a i)) * diagonal (fun i => √(a i)) = diagonal a := by
    rw [diagonal_mul_diagonal]
    exact congrArg diagonal (funext fun i => Real.mul_self_sqrt (ha i).le)
  have hR : A = (U * diagonal fun i => √(a i)) * (U * diagonal fun i => √(a i))ᵀ := by
    rw [hA', ← hs, transpose_mul, diagonal_transpose]
    simp only [Matrix.mul_assoc]
  refine ⟨_, fun h => ?_, hR⟩
  have hpos := hA.det_pos
  rw [hR, det_mul, h, zero_mul] at hpos
  exact lt_irrefl _ hpos
```

Take a second positive definite Hessian $B$, let $Q=R^{-1}$, and form $C=QBQ^T$. It is symmetric, and for $x\neq0$
$$x\cdot Cx=(Q^Tx)\cdot B(Q^Tx)>0,$$
because $Q^T$ is invertible. Diagonalise it as $C=V\,\mathrm{diag}(d)\,V^T$ and put $S=RV$. Then
$$SS^T=RVV^TR^T=A,\qquad S\,\mathrm{diag}(d)\,S^T=RCR^T=(RQ)B(RQ)^T=B .$$

Since $SS^T=A$, the matrix $S$ is orthogonal only when $A=1$. The $d_i$ are the eigenvalues of $A^{-1}B$; with more than one coordinate they need not be ratios of separately sorted eigenvalues of $B$ and $A$.

```lean
/-- Two positive definite Hessians share coordinates in which the first is the identity
and the second is diagonal with positive entries. -/
theorem exists_common_coordinates {A B : Matrix n n ℝ} (hA : A.PosDef) (hB : B.PosDef) :
    ∃ (S : Matrix n n ℝ) (d : n → ℝ), S.det ≠ 0 ∧ (∀ i, 0 < d i) ∧
      A = S * Sᵀ ∧ B = S * diagonal d * Sᵀ := by
  obtain ⟨R, hR, hAR⟩ := exists_factor hA
  obtain ⟨Q, hRQ⟩ : ∃ Q, R * Q = 1 := ⟨R⁻¹, mul_nonsing_inv _ (isUnit_iff_ne_zero.2 hR)⟩
  have hBt : Bᵀ = B := by
    rw [← conjTranspose_eq_transpose_of_trivial]
    exact hB.1
  -- the second Hessian, seen in coordinates where the first is the identity
  have hC : (Q * B * Qᵀ).PosDef := by
    rw [posDef_iff_dotProduct_mulVec]
    refine ⟨?_, fun x hx => ?_⟩
    · rw [IsHermitian, conjTranspose_eq_transpose_of_trivial, transpose_mul, transpose_mul,
        transpose_transpose, hBt, Matrix.mul_assoc]
    · have hy : Qᵀ *ᵥ x ≠ 0 := fun h => hx (by
        have h2 : Rᵀ * Qᵀ = 1 := by
          rw [← transpose_mul, mul_eq_one_comm.1 hRQ, transpose_one]
        rw [← one_mulVec x, ← h2, ← mulVec_mulVec, h, mulVec_zero])
      have h := hB.dotProduct_mulVec_pos hy
      rw [star_trivial] at h ⊢
      rw [← mulVec_mulVec, ← mulVec_mulVec, dotProduct_mulVec, ← mulVec_transpose]
      exact h
  obtain ⟨V, d, hV, hd, hC'⟩ := exists_normal_modes hC
  refine ⟨R * V, d, ?_, hd, ?_, ?_⟩
  · rw [det_mul]
    refine mul_ne_zero hR fun h => ?_
    have h1 := congrArg det hV
    rw [det_mul, h, zero_mul, det_one] at h1
    exact zero_ne_one h1
  · rw [transpose_mul, Matrix.mul_assoc, ← Matrix.mul_assoc V, hV, Matrix.one_mul, hAR]
  · calc B = (R * Q) * B * (R * Q)ᵀ := by rw [hRQ]; simp
      _ = R * (Q * B * Qᵀ) * Rᵀ := by rw [transpose_mul]; simp only [Matrix.mul_assoc]
      _ = R * V * diagonal d * (R * V)ᵀ := by
        rw [hC', transpose_mul]; simp only [Matrix.mul_assoc]
```

## The gap as a sum over shared coordinates

For $0\le t\le1$, the average is diagonal in the same coordinates:
$$(1-t)A+tB=S\,\mathrm{diag}(1-t+t\,d_i)\,S^T .$$
Each entry is positive: it equals 1 at $t=0$, and for $t>0$ it is at least $t\,d_i$. Taking determinants and logarithms,
$$\ln\det\big((1-t)A+tB\big)=\ln(\det S)^2+\sum_i\ln(1-t+t\,d_i),$$
while $\ln\det A=\ln(\det S)^2$ and $\ln\det B=\ln(\det S)^2+\sum_i\ln d_i$. Subtracting the weighted average leaves
$$\sum_i\big[\ln(1-t+t\,d_i)-t\ln d_i\big].$$

In the proof, `hlog` evaluates the logarithm for any positive diagonal, and `havg` is the matrix identity for the average. The theorem chooses the relative stiffnesses $d_i$ before $t$, so one set serves every mixture. It also records that $A=B$ if all $d_i=1$.

```lean
/-- The log-determinant gap between an averaged Hessian and the separate Hessians is a sum
of one-dimensional gaps, with relative stiffnesses `d i` that are all 1 only if `A = B`. -/
theorem logDet_gap {A B : Matrix n n ℝ} (hA : A.PosDef) (hB : B.PosDef) :
    ∃ d : n → ℝ, (∀ i, 0 < d i) ∧ ((∀ i, d i = 1) → A = B) ∧
      ∀ t : ℝ, 0 ≤ t → t ≤ 1 → Real.log ((1 - t) • A + t • B).det =
        (1 - t) * Real.log A.det + t * Real.log B.det +
          ∑ i, (Real.log (1 - t + t * d i) - t * Real.log (d i)) := by
  obtain ⟨S, d, hS, hd, hAS, hBS⟩ := exists_common_coordinates hA hB
  have hlog : ∀ e : n → ℝ, (∀ i, 0 < e i) → Real.log (S * diagonal e * Sᵀ).det =
      Real.log (S.det ^ 2) + ∑ i, Real.log (e i) := fun e he => by
    have h : (S * diagonal e * Sᵀ).det = S.det ^ 2 * ∏ i, e i := by
      rw [det_mul, det_mul, det_transpose, det_diagonal]; ring
    rw [h, Real.log_mul (pow_ne_zero 2 hS) (Finset.prod_pos fun i _ => he i).ne',
      Real.log_prod (fun i _ => (he i).ne')]
  refine ⟨d, hd, fun h => ?_, fun t h0 h1 => ?_⟩
  · have h' : d = fun _ => 1 := funext h
    rw [hAS, hBS, h', diagonal_one, Matrix.mul_one]
  · have he : ∀ i, 0 < 1 - t + t * d i := fun i => by
      rcases h0.eq_or_lt with h | h
      · rw [← h]; norm_num
      · have := mul_pos h (hd i)
        linarith
    have hdiag : diagonal (fun i => 1 - t + t * d i) =
        (1 - t) • (1 : Matrix n n ℝ) + t • diagonal d := by
      ext i j
      by_cases hij : i = j
      · subst hij; simp
      · simp [hij]
    have havg : (1 - t) • A + t • B = S * diagonal (fun i => 1 - t + t * d i) * Sᵀ := by
      rw [hdiag, hAS, hBS, Matrix.mul_add, Matrix.add_mul, Matrix.mul_smul, Matrix.mul_smul,
        Matrix.smul_mul, Matrix.smul_mul, Matrix.mul_one]
    have hdA : Real.log A.det = Real.log (S.det ^ 2) := by
      rw [hAS, det_mul, det_transpose, sq]
    rw [havg, hlog _ he, hdA, hBS, hlog d hd, Finset.sum_sub_distrib, ← Finset.mul_sum]
    ring
```

Concavity of the logarithm between $1$ and $d_i$ gives
$$\ln\big((1-t)\cdot1+t\,d_i\big)\ge(1-t)\ln1+t\ln d_i=t\ln d_i .$$
Every term in the gap is therefore nonnegative, and so is the sum.

```lean
/-- The logarithm of the determinant is concave on positive definite Hessians. -/
theorem logDet_average_ge {A B : Matrix n n ℝ} (hA : A.PosDef) (hB : B.PosDef) {t : ℝ}
    (h0 : 0 ≤ t) (h1 : t ≤ 1) : (1 - t) * Real.log A.det + t * Real.log B.det ≤
      Real.log ((1 - t) • A + t • B).det := by
  obtain ⟨d, hd, -, h⟩ := logDet_gap hA hB
  rw [h t h0 h1]
  refine le_add_of_nonneg_right (Finset.sum_nonneg fun i _ => ?_)
  have := strictConcaveOn_log_Ioi.concaveOn.2 (Set.mem_Ioi.2 one_pos) (Set.mem_Ioi.2 (hd i))
    (sub_nonneg.2 h1) h0 (by ring)
  simp only [smul_eq_mul, Real.log_one, mul_zero, mul_one, zero_add] at this
  linarith
```

For $0<t<1$, the scalar inequality is strict whenever $d_i\ne1$. If the gap vanishes, each of its nonnegative terms vanishes, so all $d_i=1$ and $A=B$. Conversely, $A=B$ makes both sides equal. In the code, `hstrict` supplies the strict inequality and `hz` the vanishing of each term.

```lean
/-- For a proper mixture of two positive definite Hessians, the log-determinant of the
average equals the average log-determinant exactly when the Hessians coincide. -/
theorem logDet_average_eq_iff {A B : Matrix n n ℝ} (hA : A.PosDef) (hB : B.PosDef) {t : ℝ}
    (h0 : 0 < t) (h1 : t < 1) : Real.log ((1 - t) • A + t • B).det =
      (1 - t) * Real.log A.det + t * Real.log B.det ↔ A = B := by
  constructor
  · intro heq
    obtain ⟨d, hd, hAB, h⟩ := logDet_gap hA hB
    have hstrict : ∀ i, d i ≠ 1 → 0 < Real.log (1 - t + t * d i) - t * Real.log (d i) := by
      intro i hi
      have := strictConcaveOn_log_Ioi.2 (Set.mem_Ioi.2 one_pos) (Set.mem_Ioi.2 (hd i))
        hi.symm (sub_pos.2 h1) h0 (by ring)
      simp only [smul_eq_mul, Real.log_one, mul_zero, mul_one, zero_add] at this
      linarith
    have hnn : ∀ i ∈ Finset.univ,
        0 ≤ Real.log (1 - t + t * d i) - t * Real.log (d i) := fun i _ => by
      by_cases hi : d i = 1
      · simp [hi]
      · exact (hstrict i hi).le
    have hsum := h t h0.le h1.le
    -- a vanishing sum of nonnegative gaps has only vanishing terms
    have hz := (Finset.sum_eq_zero_iff_of_nonneg hnn).1 (by linarith)
    exact hAB fun i => by_contra fun hi => (hstrict i hi).ne' (hz i (Finset.mem_univ i))
  · rintro rfl
    rw [← add_smul, sub_add_cancel, one_smul]
    ring
```

## From the Gaussian integral to the free energy

Let $K=RR^T$ and substitute $y=R^Tx$. Then $x\cdot Kx=\sum_i y_i^2$ and $dx=dy/|\det R|$, so for $kT>0$
$$Z(K)=\frac1{|\det R|}\prod_i\int_{-\infty}^{\infty}e^{-y_i^2/(2kT)}\,dy_i
=\frac{(2\pi kT)^{N/2}}{|\det R|}=\sqrt{\frac{(2\pi kT)^N}{\det K}} .$$

The step `hE` rewrites the integrand, `hcv` changes variables, and `hgi` evaluates the product of one-dimensional Gaussians. Finally, `hsq` compares squares, which suffices because the quantity squared is nonnegative.

```lean
/-- For a positive definite Hessian `K` on `N = Fintype.card n` coordinates and `kT > 0`, the
configurational integral is `√((2π kT)^N / det K)`. -/
theorem configIntegral_eq {K : Matrix n n ℝ} (hK : K.PosDef) {kT : ℝ} (hT : 0 < kT) :
    configIntegral kT K = √((2 * Real.pi * kT) ^ Fintype.card n / K.det) := by
  obtain ⟨R, hR, hKR⟩ := exists_factor hK
  let g : (n → ℝ) → ℝ := fun y => ∏ i, Real.exp (-(1 / (2 * kT)) * y i ^ 2)
  have hg : Continuous g := by fun_prop
  have hRt : Rᵀ.det ≠ 0 := by rwa [det_transpose]
  have hE : ∀ x, Real.exp (-energy K x / kT) = g (toLin' Rᵀ x) := fun x => by
    have hq : x ⬝ᵥ K *ᵥ x = ∑ i, (Rᵀ *ᵥ x) i ^ 2 := by
      rw [hKR, ← mulVec_mulVec, dotProduct_mulVec, ← mulVec_transpose]
      simp only [dotProduct, sq]
    simp only [g, toLin'_apply]
    rw [← Real.exp_sum, ← Finset.mul_sum, ← hq, energy]
    congr 1
    field_simp
  -- change of variables y = Rᵀ x, then a product of one-dimensional Gaussians
  have hcv : configIntegral kT K = |R.det⁻¹| * ∫ y, g y := by
    have hm : AEMeasurable (toLin' Rᵀ) (volume : Measure (n → ℝ)) :=
      (LinearMap.continuous_of_finiteDimensional (toLin' Rᵀ)).measurable.aemeasurable
    have h := integral_map hm hg.aestronglyMeasurable
    rw [Real.map_matrix_volume_pi_eq_smul_volume_pi hRt, integral_smul_measure,
      ENNReal.toReal_ofReal (abs_nonneg _), det_transpose, smul_eq_mul] at h
    rw [configIntegral, h]
    exact integral_congr_ae (Filter.Eventually.of_forall hE)
  have hgi : ∫ y, g y = √(2 * Real.pi * kT) ^ Fintype.card n := by
    have h := integral_fintype_prod_volume_eq_prod
      (fun (_ : n) (y : ℝ) => Real.exp (-(1 / (2 * kT)) * y ^ 2))
    have hc : Real.pi / (1 / (2 * kT)) = 2 * Real.pi * kT := by field_simp
    simp only [integral_gaussian, hc, Finset.prod_const, Finset.card_univ] at h
    exact h
  have hsq : (|R.det⁻¹| * √(2 * Real.pi * kT) ^ Fintype.card n) ^ 2 =
      (2 * Real.pi * kT) ^ Fintype.card n / K.det := by
    rw [mul_pow, sq_abs, ← pow_mul, mul_comm (Fintype.card n) 2, pow_mul,
      Real.sq_sqrt (by positivity), hKR, det_mul, det_transpose]
    field_simp
  rw [hcv, hgi, ← hsq, Real.sqrt_sq (by positivity)]
```

Taking the logarithm,
$$F(K)=-kT\cdot\tfrac12\big[N\ln(2\pi kT)-\ln\det K\big]=\frac{kT}{2}\big[\ln\det K-N\ln(2\pi kT)\big].$$
A stiffer system has a smaller configurational integral and a higher free energy, so $F$ inherits the direction of the log-determinant inequality.

```lean
/-- For a positive definite Hessian `K` on `N = Fintype.card n` coordinates and `kT > 0`, the
configurational free energy is `(kT/2) (ln det K - N ln(2π kT))`. -/
theorem freeEnergy_eq {K : Matrix n n ℝ} (hK : K.PosDef) {kT : ℝ} (hT : 0 < kT) :
    freeEnergy kT K =
      kT / 2 * (Real.log K.det - Fintype.card n * Real.log (2 * Real.pi * kT)) := by
  have hd := hK.det_pos
  have hp : 0 < 2 * Real.pi * kT := by positivity
  rw [freeEnergy, configIntegral_eq hK hT, Real.log_sqrt (by positivity),
    Real.log_div (pow_pos hp _).ne' hd.ne', Real.log_pow]
  ring
```

## Any finite set of Hessians

Multiply the two-matrix inequality by $kT/2>0$. The term in $N$ is the same for all Hessians at one temperature, and the weights add to one, so
$$F\big((1-t)A+tB\big)\ge(1-t)F(A)+tF(B).$$

For Hessians $K_i$ with weights $w_i\ge0$ and $\sum_iw_i=1$, separate one member $j$ with $w_j<1$:
$$\sum_iw_iK_i=w_jK_j+(1-w_j)K',\qquad K'=\sum_{i\ne j}\frac{w_i}{1-w_j}K_i .$$
The two-matrix inequality applies to $K_j$ and $K'$, and repeating the separation on $K'$ gives
$$F\Big(\sum_iw_iK_i\Big)\ge\sum_iw_iF(K_i).$$
If some $w_j=1$, all other weights vanish and the two sides agree.

Here `i` runs over the family `ι`, not over coordinates. The proof first shows that averages of positive definite matrices stay positive definite (`hconv`), then that $F$ is concave on them (`hconc`); Mathlib's form of Jensen's inequality, `le_map_sum`, then gives the result for the whole family.

```lean
/-- The classical harmonic free energy of a weighted average of positive definite Hessians
is never below the weighted average of their free energies. -/
theorem freeEnergy_average_ge {ι : Type*} [Fintype ι] {K : ι → Matrix n n ℝ}
    (hK : ∀ i, (K i).PosDef) {w : ι → ℝ} (hw : ∀ i, 0 ≤ w i) (hw1 : ∑ i, w i = 1)
    {kT : ℝ} (hT : 0 < kT) :
    ∑ i, w i * freeEnergy kT (K i) ≤ freeEnergy kT (∑ i, w i • K i) := by
  have hconv : Convex ℝ {A : Matrix n n ℝ | A.PosDef} := by
    intro A hA B hB a b ha hb hab
    rcases ha.eq_or_lt with h | h
    · obtain rfl : b = 1 := by linarith
      simpa [← h] using hB
    · rcases hb.eq_or_lt with h' | h'
      · obtain rfl : a = 1 := by linarith
        simpa [← h'] using hA
      · exact (Matrix.PosDef.smul hA h).add (Matrix.PosDef.smul hB h')
  have hconc : ConcaveOn ℝ {A : Matrix n n ℝ | A.PosDef} (freeEnergy kT) := by
    refine ⟨hconv, fun A hA B hB a b ha hb hab => ?_⟩
    have hAB := hconv hA hB ha hb hab
    obtain rfl : a = 1 - b := by linarith
    rw [freeEnergy_eq hA hT, freeEnergy_eq hB hT, freeEnergy_eq hAB hT, smul_eq_mul,
      smul_eq_mul]
    have h := mul_le_mul_of_nonneg_left (logDet_average_ge hA hB hb (by linarith))
      (half_pos hT).le
    linarith
  -- Jensen's inequality for the concave free energy
  simpa only [smul_eq_mul] using
    hconc.le_map_sum (fun i _ => hw i) hw1 (fun i _ => hK i)

end

end AveragedHessian
```

With one coordinate, the result reduces to concavity of the scalar logarithm. Force constants 1 and 4 in the same units, equally weighted, average to 2.5, and the free energy of the average exceeds the average free energy by $\tfrac{kT}{2}\ln\tfrac{2.5}{2}\approx0.11\,kT$.

Positive definiteness is required of every Hessian in the family. A free translation has zero force constant, and so does an infinitesimal rotation of an isolated molecule at a stationary configuration; in the harmonic model such a direction makes the configurational integral infinite. The theorem applies only once these directions have been removed, with all the reduced Hessians written in the same coordinates. Hessians with unstable directions are excluded. The weights are given numbers, and the inequality fixes the sign of the difference without bounding its size. The equality criterion is stated for the log-determinants of two Hessians. Quantum harmonic free energies are not treated.

```lean
#print axioms AveragedHessian.logDet_average_eq_iff
#print axioms AveragedHessian.freeEnergy_average_ge
```

```
'AveragedHessian.logDet_average_eq_iff' depends on axioms: [propext, Classical.choice, Quot.sound]
'AveragedHessian.freeEnergy_average_ge' depends on axioms: [propext, Classical.choice, Quot.sound]
```
